# Stretched spin-½ states and their σ·r̂ partners have quadrupole factor −(2j−1)/(2j+2)

Take a p electron with orbital projection 1 and spin up. Its angular density is proportional to sin²θ, where θ is the polar angle. With the area element sin θ dθ dφ, the mean of sin²θ is a ratio of two sine integrals over 0 ≤ θ ≤ π:

∫ sin⁵θ dθ / ∫ sin³θ dθ = (16/15) / (4/3) = 4/5

Since 3cos²θ − 1 = 2 − 3sin²θ, the quadrupole factor, defined here as the mean of 3cos²θ − 1, is 2 − 12/5 = −2/5. Each higher l needs only the next ratio of sine integrals.

## The factor for every l

For l = 0, 1, 2, …, the stretched state has orbital part sin^l θ e^{ilφ} and spin up. Its total angular momentum is j = l + 1/2, with projection m = j. Write ⟨·⟩ for the normalised angular mean. Then

⟨3cos²θ − 1⟩ = −2l/(2l+3) = −(2j−1)/(2j+2)

The value is zero exactly when l = 0, where the density is uniform. For large l it tends to −1, as the density gathers at the equator.

The operator σ·r̂, the Pauli spin vector projected on the radial direction, turns the stretched state into a partner with the same factor.

## One angular factor for both Dirac components

In a relativistic code for one electron in a central field, the angular parts of the large and small components are related by σ·r̂, up to a phase. For m = j, the diagonal quadrupole element can therefore use one angular factor for both radial densities. The formula also gives a test value for a routine that builds this factor from coupling coefficients. A code that uses P₂(cos θ) = (3cos²θ − 1)/2 should return half of it.

## Sine moments and a pointwise cancellation

Let S_n = ∫ sin^n θ dθ over 0 ≤ θ ≤ π. Integrate S_{n+2} by parts, with sin θ as the factor to be integrated. The boundary term −cos θ sin^{n+1} θ vanishes at both poles, so

S_{n+2} = (n+1) ∫ sin^n θ cos²θ dθ = (n+1)(S_n − S_{n+2})

S_{n+2} = (n+1)/(n+2) · S_n

With n = 2l+1, the ratio S_{2l+3}/S_{2l+1} is (2l+2)/(2l+3).

The phase e^{ilφ} has modulus 1, so the unnormalised density is sin^{2l} θ. Its integral over the sphere is 2π S_{2l+1}, which is positive, and the normalised density is sin^{2l} θ / (2π S_{2l+1}). For l = 1 this is 3sin²θ/(8π). The azimuthal factor 2π cancels in the mean:

⟨3cos²θ − 1⟩ = (2S_{2l+1} − 3S_{2l+3}) / S_{2l+1}
= 2 − 3(2l+2)/(2l+3)
= −2l/(2l+3)

Substituting 2l = 2j − 1 and 2l + 3 = 2j + 2 gives the form in j.

For the partner, let a spinor have components u and v at a given point. Then σ·r̂ produces

u′ = cos θ u + sin θ e^{−iφ} v
v′ = sin θ e^{iφ} u − cos θ v

The squared moduli, with u* the complex conjugate of u, are

|u′|² = cos²θ |u|² + sin²θ |v|² + 2 sin θ cos θ Re(u* v e^{−iφ})
|v′|² = sin²θ |u|² + cos²θ |v|² − 2 sin θ cos θ Re(u* v e^{−iφ})

Their sum is |u|² + |v|². The density is unchanged at every point, and so is every mean computed from it.

## Lean file for the moments, the density and the pair

```lean
import Mathlib

open Real (sin cos pi)

namespace StretchedQuadrupole

noncomputable section

/-- The angular density of a two-component spinor: the sum of the squared moduli of its
spin-up and spin-down components. -/
def density (ψ : ℝ → ℝ → ℂ × ℂ) (θ φ : ℝ) : ℝ :=
  ‖(ψ θ φ).1‖ ^ 2 + ‖(ψ θ φ).2‖ ^ 2

/-- The squared norm of a spinor on the unit sphere, with area element `sin θ dθ dφ`. -/
def sphereNorm (ψ : ℝ → ℝ → ℂ × ℂ) : ℝ :=
  ∫ θ in (0 : ℝ)..pi, ∫ φ in (0 : ℝ)..(2 * pi), density ψ θ φ * sin θ

/-- The quadrupole factor, the mean of `3 cos² θ - 1` in the state `ψ`, for spinors with
integrable density and nonzero norm on the sphere. -/
def quadrupoleFactor (ψ : ℝ → ℝ → ℂ × ℂ) : ℝ :=
  (∫ θ in (0 : ℝ)..pi, ∫ φ in (0 : ℝ)..(2 * pi),
    (3 * cos θ ^ 2 - 1) * (density ψ θ φ * sin θ)) / sphereNorm ψ

/-- The unnormalised stretched state: orbital part `sin^l θ e^{ilφ}` with spin up. -/
def stretched (l : ℕ) (θ φ : ℝ) : ℂ × ℂ :=
  (((sin θ : ℝ) : ℂ) ^ l * Complex.exp ((((l : ℝ) * φ : ℝ) : ℂ) * Complex.I), 0)

/-- The action of `σ · r̂`, the vector of Pauli matrices projected on the radial direction, on a
spinor. -/
def radialSpin (ψ : ℝ → ℝ → ℂ × ℂ) (θ φ : ℝ) : ℂ × ℂ :=
  (((cos θ : ℝ) : ℂ) * (ψ θ φ).1
      + ((sin θ : ℝ) : ℂ) * Complex.exp (((-φ : ℝ) : ℂ) * Complex.I) * (ψ θ φ).2,
   ((sin θ : ℝ) : ℂ) * Complex.exp ((φ : ℂ) * Complex.I) * (ψ θ φ).1
      - ((cos θ : ℝ) : ℂ) * (ψ θ φ).2)

/-- Successive odd moments of the sine over the polar angle have ratio
`(2l+2)/(2l+3)`. -/
theorem sin_moment_step (l : ℕ) :
    ∫ θ in (0 : ℝ)..pi, sin θ ^ (2 * l + 1 + 2) =
      (2 * (l : ℝ) + 2) / (2 * l + 3) * ∫ θ in (0 : ℝ)..pi, sin θ ^ (2 * l + 1) := by
  have hz : (0 : ℝ) ^ (2 * l + 1 + 1) = 0 := by simp
  -- the boundary terms of the reduction formula vanish at both poles
  rw [integral_sin_pow, Real.sin_zero, Real.sin_pi, hz]
  push_cast
  ring

/-- The polar integral of `3 cos² θ - 1` with weight `sin^(2l+1) θ`, divided by the integral
of the weight, is `-2l/(2l+3)`. -/
theorem polar_ratio (l : ℕ) :
    (∫ θ in (0 : ℝ)..pi, (3 * cos θ ^ 2 - 1) * sin θ ^ (2 * l + 1)) /
      (∫ θ in (0 : ℝ)..pi, sin θ ^ (2 * l + 1)) = -(2 * (l : ℝ)) / (2 * l + 3) := by
  have hI : 0 < ∫ θ in (0 : ℝ)..pi, sin θ ^ (2 * l + 1) := by
    apply integral_sin_pow_pos
  have hd : (2 * (l : ℝ) + 3) ≠ 0 := by positivity
  -- trade the cosine for two more powers of the sine
  have hf : (fun θ : ℝ => (3 * cos θ ^ 2 - 1) * sin θ ^ (2 * l + 1)) =
      fun θ : ℝ => 2 * sin θ ^ (2 * l + 1) - 3 * sin θ ^ (2 * l + 1 + 2) := by
    funext θ
    linear_combination 3 * sin θ ^ (2 * l + 1) * Real.sin_sq_add_cos_sq θ
  have hr : 2 - 3 * ((2 * (l : ℝ) + 2) / (2 * l + 3)) = -(2 * (l : ℝ)) / (2 * l + 3) := by
    field_simp
    ring
  rw [hf, intervalIntegral.integral_sub, intervalIntegral.integral_const_mul,
    intervalIntegral.integral_const_mul, sin_moment_step, div_eq_iff hI.ne', ← hr]
  · ring
  · apply Continuous.intervalIntegrable
    fun_prop
  · apply Continuous.intervalIntegrable
    fun_prop

/-- The angular density of the stretched state is `sin^(2l) θ`. -/
theorem density_stretched (l : ℕ) (θ φ : ℝ) :
    density (stretched l) θ φ = sin θ ^ (2 * l) := by
  have h : ‖((sin θ : ℝ) : ℂ) ^ l *
      Complex.exp ((((l : ℝ) * φ : ℝ) : ℂ) * Complex.I)‖ ^ 2 = sin θ ^ (2 * l) := by
    rw [norm_mul, Complex.norm_exp_ofReal_mul_I, mul_one, norm_pow, Complex.norm_real,
      Real.norm_eq_abs, ← pow_mul, mul_comm l 2, pow_mul, sq_abs, ← pow_mul]
  simp only [density, stretched]
  rw [h]
  simp

/-- The squared norm of the stretched state is `2π` times a sine moment, and it is
positive. -/
theorem sphereNorm_stretched (l : ℕ) :
    sphereNorm (stretched l) = 2 * pi * (∫ θ in (0 : ℝ)..pi, sin θ ^ (2 * l + 1)) ∧
      0 < sphereNorm (stretched l) := by
  have h : sphereNorm (stretched l) =
      2 * pi * ∫ θ in (0 : ℝ)..pi, sin θ ^ (2 * l + 1) := by
    simp only [sphereNorm, density_stretched, intervalIntegral.integral_const, smul_eq_mul,
      sub_zero]
    rw [← intervalIntegral.integral_const_mul]
    congr 1
  have hI : 0 < ∫ θ in (0 : ℝ)..pi, sin θ ^ (2 * l + 1) := by
    apply integral_sin_pow_pos
  refine ⟨h, ?_⟩
  rw [h]
  exact mul_pos (mul_pos two_pos Real.pi_pos) hI

/-- The quadrupole factor of the stretched state with orbital number `l` is
`-2l/(2l+3)`. -/
theorem quadrupoleFactor_stretched (l : ℕ) :
    quadrupoleFactor (stretched l) = -(2 * (l : ℝ)) / (2 * l + 3) := by
  have hnum : (∫ θ in (0 : ℝ)..pi, ∫ φ in (0 : ℝ)..(2 * pi),
      (3 * cos θ ^ 2 - 1) * (density (stretched l) θ φ * sin θ)) =
      2 * pi * ∫ θ in (0 : ℝ)..pi, (3 * cos θ ^ 2 - 1) * sin θ ^ (2 * l + 1) := by
    simp only [density_stretched, intervalIntegral.integral_const, smul_eq_mul, sub_zero]
    rw [← intervalIntegral.integral_const_mul]
    congr 1
  have hpi : 2 * pi ≠ 0 := (mul_pos two_pos Real.pi_pos).ne'
  -- the azimuthal factor `2π` cancels
  rw [quadrupoleFactor, hnum, (sphereNorm_stretched l).1, mul_div_mul_left _ _ hpi,
    polar_ratio]

/-- The quadrupole factor of the stretched state vanishes exactly for `l = 0`. -/
theorem quadrupoleFactor_stretched_eq_zero_iff (l : ℕ) :
    quadrupoleFactor (stretched l) = 0 ↔ l = 0 := by
  have hd : (2 * (l : ℝ) + 3) ≠ 0 := by positivity
  rw [quadrupoleFactor_stretched, div_eq_zero_iff]
  constructor
  · rintro (h | h)
    · have h0 : (l : ℝ) = 0 := by linarith
      exact_mod_cast h0
    · exact absurd h hd
  · rintro rfl
    left
    simp

/-- Acting with `σ · r̂` leaves the angular density of every spinor unchanged. -/
theorem density_radialSpin (ψ : ℝ → ℝ → ℂ × ℂ) (θ φ : ℝ) :
    density (radialSpin ψ) θ φ = density ψ θ φ := by
  simp only [density, radialSpin, Complex.sq_norm, Complex.normSq_apply, Complex.add_re,
    Complex.add_im, Complex.sub_re, Complex.sub_im, Complex.mul_re, Complex.mul_im,
    Complex.ofReal_re, Complex.ofReal_im, Complex.exp_ofReal_mul_I_re,
    Complex.exp_ofReal_mul_I_im, Real.cos_neg, Real.sin_neg]
  -- the cross terms cancel, and the rest is Pythagoras in both angles
  linear_combination ((ψ θ φ).1.re ^ 2 + (ψ θ φ).1.im ^ 2 + (ψ θ φ).2.re ^ 2
    + (ψ θ φ).2.im ^ 2) * (sin θ ^ 2 * Real.sin_sq_add_cos_sq φ + Real.sin_sq_add_cos_sq θ)

/-- With `j = l + 1/2`, the stretched state and its partner under `σ · r̂` both have the
quadrupole factor `-(2j-1)/(2j+2)`. -/
theorem quadrupoleFactor_pair (l : ℕ) (j : ℝ) (hj : j = l + 1 / 2) :
    quadrupoleFactor (stretched l) = -(2 * j - 1) / (2 * j + 2) ∧
      quadrupoleFactor (radialSpin (stretched l)) = -(2 * j - 1) / (2 * j + 2) := by
  have hs : quadrupoleFactor (radialSpin (stretched l)) = quadrupoleFactor (stretched l) := by
    simp only [quadrupoleFactor, sphereNorm, density_radialSpin]
  have h1 : 2 * j - 1 = 2 * (l : ℝ) := by rw [hj]; ring
  have h2 : 2 * j + 2 = 2 * (l : ℝ) + 3 := by rw [hj]; ring
  rw [hs, h1, h2]
  exact ⟨quadrupoleFactor_stretched l, quadrupoleFactor_stretched l⟩

end

end StretchedQuadrupole
```

```lean
#print axioms StretchedQuadrupole.quadrupoleFactor_stretched_eq_zero_iff
#print axioms StretchedQuadrupole.quadrupoleFactor_pair
```

```
'StretchedQuadrupole.quadrupoleFactor_stretched_eq_zero_iff' depends on axioms: [propext, Classical.choice, Quot.sound]
'StretchedQuadrupole.quadrupoleFactor_pair' depends on axioms: [propext, Classical.choice, Quot.sound]
```

## How the definitions encode the spinors

A spinor is a function `ψ : ℝ → ℝ → ℂ × ℂ` of θ and φ, in that order, with the spin-up component first. `density` adds the squared moduli, and `sphereNorm` integrates the result with the area element. `quadrupoleFactor` divides the weighted integral by that norm, so `stretched l` can stay unnormalised. The quotient is a physical mean only for a spinor with integrable density and nonzero norm; `sphereNorm_stretched` proves the norm positive for the stretched state.

`quadrupoleFactor_pair` gives the value in terms of j for both states. Its hypothesis `hj` merely defines the real number `j` as l + 1/2. `density_radialSpin` holds for every spinor function, with no condition of continuity or integrability.

## How the proof follows the integrals

`sin_moment_step` takes Mathlib's reduction formula `integral_sin_pow` and removes the boundary terms. `polar_ratio` replaces the cosine by sines, splits the integral using continuity, and divides by a moment already shown to be positive.

`density_stretched` uses the unit modulus of the phase. `sphereNorm_stretched` and `quadrupoleFactor_stretched` then carry out the azimuthal integrals, and the latter cancels 2π. `quadrupoleFactor_stretched_eq_zero_iff` reads off when the numerator vanishes.

In `density_radialSpin`, `simp only` expands the moduli into real and imaginary parts, and `linear_combination` closes the identity with sin² + cos² = 1 in both angles. `quadrupoleFactor_pair` rewrites the partner's density inside both integrals and substitutes for j.

## One electron, m = j, angular part only

The theorems fix the angular factor in exact real arithmetic. They say nothing about radial integrals, quadrature error or rounding in a code, and they treat neither other values of m nor off-diagonal elements.

No angular momentum operators are defined in the file. That the stretched state and its partner both have total angular momentum j and projection m = j is standard physics supplied by the reader, as is the link to the Dirac components.
